# For a definite particle number, the two-body cumulant's partial trace leaves at most two values for each occupation number

Suppose a calculation treats the one-body density matrix and the two-body cumulant as independent quantities. The two-body density matrix rebuilt from them will in general no longer contract to $N-1$ times the one-body matrix, where $N$ is the number of electrons. The two matrices, which give the two-electron and one-electron parts of the energy, then cannot both come from one state with a definite particle number. The cumulant has to satisfy a condition that ties it to the occupation numbers. When that condition is solved for an occupation, a square root appears, and a wrong choice of its sign turns a nearly full orbital into a nearly empty one.

The condition follows from a definite particle number, which enters below as a contraction hypothesis. It bears on electronic-structure methods that use the cumulant as a variable, here for real density matrices in a finite orbital basis.

## Density matrices and their cumulant

```lean
import Mathlib

open Matrix

namespace CumulantOccupations

noncomputable section

variable {n : Type*} [Fintype n]
```

The letter `n` denotes the finite set of spin orbitals, not an occupation number. Indices such as $i,j,k,l$ run over this set.

```lean
/-- The contraction condition `∑ₖ D(i,k,j,k) = (N - 1) g(i,j)` between a two-body array `D`
and a one-body matrix `g`, with particle number `N = trace g`. -/
def IsContracted (g : Matrix n n ℝ) (D : n → n → n → n → ℝ) : Prop :=
  ∀ i j, ∑ k, D i k j k = (g.trace - 1) * g i j
```

The real matrix `g` is the one-body density matrix, often written $\gamma$, and `D` is the two-body density matrix, a real array with four indices. Lean writes $D(i,k,j,l)$ as `D i k j l`. In second quantisation, with $a_i^\dagger$ and $a_i$ creating and removing an electron in orbital $i$,

$$g_{ij}=\langle a_i^\dagger a_j\rangle,\qquad D(i,k,j,l)=\langle a_i^\dagger a_k^\dagger a_l a_j\rangle .$$

No factor $1/2$ is included in $D$. The definition `IsContracted` names the condition

$$\sum_k D(i,k,j,k)=(N-1)\,g_{ij},\qquad N=\operatorname{tr} g,$$

for all $i$ and $j$. For a state with exactly $N$ electrons it holds because $\sum_k a_k^\dagger a_k$ counts electrons, and after $a_j$ has removed one, $N-1$ are left:

$$\sum_k\langle a_i^\dagger a_k^\dagger a_k a_j\rangle=(N-1)\langle a_i^\dagger a_j\rangle .$$

This short calculation is the step from a wave function to the Lean model. The theorems take its result as a hypothesis and use nothing else about the state: `g` need not be symmetric, its trace need not be an integer, and `D` need not be antisymmetric.

```lean
omit [Fintype n] in
/-- The two-body cumulant: `D` minus the antisymmetrised product of `g` with itself. -/
def cumulant (g : Matrix n n ℝ) (D : n → n → n → n → ℝ) : n → n → n → n → ℝ :=
  fun i k j l => D i k j l - g i j * g k l + g i l * g k j
```

The cumulant is what remains of $D$ after the antisymmetrised product of one-body matrices has been removed:

$$L(i,k,j,l)=D(i,k,j,l)-g_{ij}g_{kl}+g_{il}g_{kj}.$$

For a single Slater determinant $L$ is zero, so a nonzero $L$ shows that the state is not a single determinant.

```lean
/-- The partial trace of a two-body array over its second particle. -/
def partialTrace (L : n → n → n → n → ℝ) : Matrix n n ℝ :=
  Matrix.of fun i j => ∑ k, L i k j k
```

The partial trace sums over the second particle and leaves a matrix, $T_{ij}=\sum_k L(i,k,j,k)$.

## The partial trace equals $g^2-g$

```lean
/-- The partial trace of the cumulant, for arbitrary `g` and `D`, in terms of the partial
trace of `D`. -/
theorem partialTrace_cumulant_apply (g : Matrix n n ℝ) (D : n → n → n → n → ℝ) (i j : n) :
    partialTrace (cumulant g D) i j
      = ∑ k, D i k j k - g.trace * g i j + (g * g) i j := by
  simp only [partialTrace, cumulant, Matrix.of_apply, Finset.sum_add_distrib,
    Finset.sum_sub_distrib, ← Finset.mul_sum, Matrix.trace, Matrix.diag_apply,
    Matrix.mul_apply]
  ring
```

A Lean theorem lists its data and hypotheses before the colon, its claim after it, and its proof after `:=`. This one holds for any $g$ and $D$. Setting $l=k$ in the cumulant and summing gives

$$T_{ij}=\sum_k D(i,k,j,k)-g_{ij}\sum_k g_{kk}+\sum_k g_{ik}g_{kj}.$$

The second sum is the trace and the third is the matrix product $(g^2)_{ij}$. The `simp only` step splits the sum on the left and writes out the trace and the matrix product on the right as sums; `ring` then settles the order of the factors.

```lean
/-- `D` contracts to `(N - 1) g` exactly when the partial trace of the cumulant
is `g² - g`. -/
theorem isContracted_iff (g : Matrix n n ℝ) (D : n → n → n → n → ℝ) :
    IsContracted g D ↔ partialTrace (cumulant g D) = g * g - g := by
  constructor
  · intro h
    ext i j
    rw [partialTrace_cumulant_apply, h i j, Matrix.sub_apply]
    ring
  · intro h i j
    have e := congrFun (congrFun h i) j
    rw [partialTrace_cumulant_apply, Matrix.sub_apply] at e
    linear_combination e
```

If the contraction condition holds, the first sum is $(N-1)g_{ij}$, and

$$T_{ij}=(N-1)g_{ij}-Ng_{ij}+(g^2)_{ij}=(g^2-g)_{ij}.$$

Conversely, if $T=g^2-g$, the expansion can be solved for $\sum_k D(i,k,j,k)$, which comes out as $(N-1)g_{ij}$. The sign `↔` states both directions, and `constructor` separates them. In the first, `ext i j` reduces a matrix equation to its entries; in the second, `linear_combination e` rearranges the entry equation `e`.

The contraction condition is therefore equivalent to a condition on the cumulant. When it holds, the partial trace of the cumulant is zero exactly when $g^2=g$.

## Occupations as roots of a quadratic

```lean
/-- If `D` contracts to `(N - 1) g` and `g v = x v`, then the partial trace of the cumulant
multiplies `v` by `x² - x`. -/
theorem partialTrace_mulVec {g : Matrix n n ℝ} {D : n → n → n → n → ℝ}
    (h : IsContracted g D) {v : n → ℝ} {x : ℝ} (hv : g *ᵥ v = x • v) :
    partialTrace (cumulant g D) *ᵥ v = (x ^ 2 - x) • v := by
  rw [(isContracted_iff g D).1 h, Matrix.sub_mulVec, ← Matrix.mulVec_mulVec, hv,
    Matrix.mulVec_smul, hv]
  module
```

The symbol `*ᵥ` applies a matrix to a vector, and `•` multiplies a vector by a number. Let $v$ be an orbital with $gv=xv$, so that $x$ is its occupation. Then

$$Tv=g(gv)-gv=x^2v-xv=(x^2-x)v.$$

The proof rewrites $T$ as $g^2-g$ and uses `hv`, the equation $gv=xv$, twice. The vector needs no normalisation.

```lean
/-- If `t = x² - x` for real `x`, then `1 + 4t ≥ 0` and `x = (1 ± √(1 + 4t)) / 2` for one of the two
signs. -/
private lemma root_formula {x t : ℝ} (h : t = x ^ 2 - x) :
    0 ≤ 1 + 4 * t ∧
      (x = (1 + √(1 + 4 * t)) / 2 ∨ x = (1 - √(1 + 4 * t)) / 2) := by
  -- complete the square
  have e : 1 + 4 * t = (2 * x - 1) ^ 2 := by rw [h]; ring
  rw [e, Real.sqrt_sq_eq_abs]
  refine ⟨sq_nonneg _, ?_⟩
  rcases abs_cases (2 * x - 1) with ⟨ha, _⟩ | ⟨ha, _⟩
  · left
    linarith
  · right
    linarith
```

This lemma solves $x^2-x=t$ for real $x$. Completing the square gives

$$1+4t=4x^2-4x+1=(2x-1)^2\ge 0,\qquad \sqrt{1+4t}=|2x-1|.$$

If $2x-1\ge0$, the root equals $2x-1$ and $x=(1+\sqrt{1+4t})/2$. Otherwise it equals $1-2x$ and $x=(1-\sqrt{1+4t})/2$. The command `rcases abs_cases` makes this division into cases, and `linarith` solves the linear equation in each.

```lean
/-- Let `D` contract to `(N - 1) g`, and let a nonzero orbital `v` be an eigenvector of `g`
with occupation `x` and of the partial trace of the cumulant with eigenvalue `t`.
Then `1 + 4t ≥ 0` and `x = (1 ± √(1 + 4t)) / 2`. -/
theorem natural_occupation {g : Matrix n n ℝ} {D : n → n → n → n → ℝ}
    (h : IsContracted g D) {v : n → ℝ} (hv0 : v ≠ 0) {x t : ℝ}
    (hv : g *ᵥ v = x • v) (ht : partialTrace (cumulant g D) *ᵥ v = t • v) :
    0 ≤ 1 + 4 * t ∧
      (x = (1 + √(1 + 4 * t)) / 2 ∨ x = (1 - √(1 + 4 * t)) / 2) := by
  obtain ⟨i, hi⟩ := Function.ne_iff.1 hv0
  have hi' : v i ≠ 0 := hi
  -- compare the two eigenvalues on a nonzero component of the orbital
  have e := congrFun (ht.symm.trans (partialTrace_mulVec h hv)) i
  simp only [Pi.smul_apply, smul_eq_mul] at e
  exact root_formula (mul_right_cancel₀ hi' e)
```

Now let $v$ be nonzero, with $gv=xv$ and $Tv=tv$. The previous theorem gives $tv=(x^2-x)v$. Some component $v_i$ is nonzero, and dividing by it leaves $t=x^2-x$, to which the lemma applies:

$$x=\frac{1\pm\sqrt{1+4t}}{2}.$$

The proof finds this component with `Function.ne_iff` and cancels it with `mul_right_cancel₀`. The matrix $g$ need not be diagonal.

The theorem starts from an eigenvector of $g$. An eigenvector of $T$ alone may not be one, since orbitals with occupations $x$ and $1-x$ share the same eigenvalue of $T$ and can be mixed.

```lean
variable [DecidableEq n]

private lemma diagonal_trace {ν : n → ℝ} {D : n → n → n → n → ℝ}
    (h : IsContracted (diagonal ν) D) (i : n) :
    partialTrace (cumulant (diagonal ν) D) i i = ν i ^ 2 - ν i := by
  rw [(isContracted_iff _ D).1 h]
  simp only [Matrix.diagonal_mul_diagonal, Matrix.sub_apply, Matrix.diagonal_apply_eq]
  ring
```

When $g$ is diagonal with entries $\nu_i$, the orbitals are natural orbitals and $\nu_i$ are their occupations. The diagonal entries of $g^2-g$ give $T_{ii}=\nu_i^2-\nu_i$.

```lean
/-- If `g` is diagonal with occupations `ν` and `D` contracts to `(N - 1) g`, then each
occupation is `(1 ± √(1 + 4tᵢ)) / 2`, where `tᵢ` is the diagonal element of the partial trace
of the cumulant, and `1 + 4tᵢ ≥ 0`. -/
theorem occupation_from_cumulant {ν : n → ℝ} {D : n → n → n → n → ℝ}
    (h : IsContracted (diagonal ν) D) (i : n) :
    let t := partialTrace (cumulant (diagonal ν) D) i i
    0 ≤ 1 + 4 * t ∧
      (ν i = (1 + √(1 + 4 * t)) / 2 ∨ ν i = (1 - √(1 + 4 * t)) / 2) :=
  root_formula (diagonal_trace h i)
```

The line beginning with `let` introduces the abbreviation $t_i=T_{ii}$, written `t` for the chosen orbital `i`. The quadratic lemma with $x=\nu_i$ then yields $1+4t_i\ge0$ and

$$\nu_i=\frac{1+\sqrt{1+4t_i}}{2}\quad\text{or}\quad \nu_i=\frac{1-\sqrt{1+4t_i}}{2}.$$

The bounds $0\le\nu_i\le1$ for electrons are not needed. When they do hold, $t_i$ lies between $-1/4$ and $0$.

## Which sign applies

```lean
/-- For diagonal `g` and `D` contracting to `(N - 1) g`, the plus sign gives the occupation
exactly when it is at least `1/2`, and the minus sign exactly when it is at most `1/2`. -/
theorem occupation_branch {ν : n → ℝ} {D : n → n → n → n → ℝ}
    (h : IsContracted (diagonal ν) D) (i : n) :
    let t := partialTrace (cumulant (diagonal ν) D) i i
    (ν i = (1 + √(1 + 4 * t)) / 2 ↔ 1 / 2 ≤ ν i) ∧
      (ν i = (1 - √(1 + 4 * t)) / 2 ↔ ν i ≤ 1 / 2) := by
  intro t
  have e : 1 + 4 * t = (2 * ν i - 1) ^ 2 := by
    linear_combination 4 * diagonal_trace h i
  rw [e, Real.sqrt_sq_eq_abs]
  have hp := abs_nonneg (2 * ν i - 1)
  refine ⟨⟨fun a => by linarith, fun a => ?_⟩, ⟨fun a => by linarith, fun a => ?_⟩⟩
  · have ha := abs_of_nonneg (show 0 ≤ 2 * ν i - 1 by linarith)
    linarith
  · have ha := abs_of_nonpos (show 2 * ν i - 1 ≤ 0 by linarith)
    linarith
```

Since $\sqrt{1+4t_i}=|2\nu_i-1|$, the formula with the plus sign says that $2\nu_i-1=|2\nu_i-1|$. This is true exactly when $\nu_i\ge1/2$. The minus sign requires $1-2\nu_i=|2\nu_i-1|$, which is true exactly when $\nu_i\le1/2$. At half occupation the root vanishes and both formulas agree.

In the proof, `e` is the completed square. The forward implications use only that an absolute value is nonnegative; the reverse ones first remove the absolute value with the known sign. Choosing the sign thus amounts to deciding on which side of one half the occupation lies. Unless $t_i=-1/4$, the value of $t_i$ alone does not decide this.

```lean
/-- Occupations with `ν` replaced by `1 - ν` in the orbitals of the set `s`. -/
def flipOccupations (s : Finset n) (ν : n → ℝ) : n → ℝ :=
  fun i => if i ∈ s then 1 - ν i else ν i
```

Here `s` is any chosen set of orbitals. The new occupations are $\nu_i'=1-\nu_i$ for $i$ in `s`, and $\nu_i'=\nu_i$ elsewhere.

```lean
/-- Let `D` contract to `(N - 1) g` with `g` diagonal. After `ν` is replaced by `1 - ν` in any
set of orbitals, some array `D'` satisfies the contraction condition with the new
occupations and has the same cumulant. -/
theorem cumulant_sign_ambiguity {ν : n → ℝ} {D : n → n → n → n → ℝ}
    (h : IsContracted (diagonal ν) D) (s : Finset n) :
    ∃ D' : n → n → n → n → ℝ, IsContracted (diagonal (flipOccupations s ν)) D' ∧
      cumulant (diagonal (flipOccupations s ν)) D' = cumulant (diagonal ν) D := by
  -- add the antisymmetrised product of the new occupations to the old cumulant
  let g' : Matrix n n ℝ := diagonal (flipOccupations s ν)
  let D' : n → n → n → n → ℝ := fun i k j l =>
    cumulant (diagonal ν) D i k j l + g' i j * g' k l - g' i l * g' k j
  have hc : cumulant g' D' = cumulant (diagonal ν) D := by
    funext i k j l
    change cumulant (diagonal ν) D i k j l + g' i j * g' k l - g' i l * g' k j
      - g' i j * g' k l + g' i l * g' k j = _
    ring
  refine ⟨D', (isContracted_iff g' D').2 ?_, hc⟩
  rw [hc, (isContracted_iff _ D).1 h]
  -- x² - x is unchanged under x ↦ 1 - x
  ext i j
  by_cases hij : i = j
  · subst hij
    simp only [g', Matrix.diagonal_mul_diagonal, Matrix.sub_apply,
      Matrix.diagonal_apply_eq, flipOccupations]
    split_ifs <;> ring
  · simp [g', Matrix.diagonal_mul_diagonal, hij]
```

The whole cumulant, and not only its partial trace, is compatible with the exchanged occupations. Let $g'$ be the diagonal matrix of the $\nu_i'$, and define

$$D'(i,k,j,l)=L(i,k,j,l)+g'_{ij}g'_{kl}-g'_{il}g'_{kj}.$$

Subtracting the antisymmetrised product of $g'$ returns $L$, so the cumulant is unchanged; this is `hc` in the proof. By the equivalence above, $D'$ satisfies the contraction condition if $T=g'^2-g'$. Off the diagonal both sides are zero. On the diagonal, for $i$ in `s`,

$$(1-\nu_i)^2-(1-\nu_i)=\nu_i^2-\nu_i=T_{ii},$$

and for the other orbitals nothing has changed. The command `split_ifs` treats these two cases.

The particle number in the new condition is $N'=\operatorname{tr}g'$, which may differ from $N$ and need not be an integer. The theorem supplies an array $D'$, without a claim that it comes from a wave function.

## Two electrons in four spin orbitals

```lean
/-- Antisymmetric amplitude of two electrons in four spin orbitals, with weight `cos θ` on the
first pair of orbitals and `sin θ` on the second. -/
def pairAmplitude (θ : ℝ) : Matrix (Fin 4) (Fin 4) ℝ :=
  !![0, Real.cos θ, 0, 0; -Real.cos θ, 0, 0, 0;
     0, 0, 0, Real.sin θ; 0, 0, -Real.sin θ, 0]
```

Lean numbers the four orbitals $0,1,2,3$. For a real angle $\theta$, the matrix $A$ called `pairAmplitude` describes the normalised state

$$|\Psi\rangle=\cos\theta\,a_0^\dagger a_1^\dagger|0\rangle+\sin\theta\,a_2^\dagger a_3^\dagger|0\rangle ,$$

where $|0\rangle$ is the vacuum. The squares of all entries of $A$ add up to two, because each pair is counted in both orders. The normalised first-quantised wave function is $A_{ik}/\sqrt2$, and multiplying its density matrix by $N(N-1)=2$ gives $D(i,k,j,l)=A_{ik}A_{jl}$.

```lean
/-- The product of two pair amplitudes contracts to `(N - 1) g` for the diagonal `g` with
occupations `cos² θ, cos² θ, sin² θ, sin² θ`, whose trace is two. -/
theorem isContracted_witness (θ : ℝ) :
    let g : Matrix (Fin 4) (Fin 4) ℝ :=
      diagonal ![Real.cos θ ^ 2, Real.cos θ ^ 2, Real.sin θ ^ 2, Real.sin θ ^ 2]
    g.trace = 2 ∧
      IsContracted g (fun i k j l => pairAmplitude θ i k * pairAmplitude θ j l) := by
  intro g
  have ht : g.trace = 2 := by
    rw [Matrix.trace_diagonal, Fin.sum_univ_four]
    change Real.cos θ ^ 2 + Real.cos θ ^ 2 + Real.sin θ ^ 2 + Real.sin θ ^ 2 = 2
    linear_combination 2 * Real.sin_sq_add_cos_sq θ
  refine ⟨ht, fun i j => ?_⟩
  rw [ht, show (2 : ℝ) - 1 = 1 by norm_num, one_mul]
  fin_cases i <;> fin_cases j <;>
    simp [g, pairAmplitude, Fin.sum_univ_four, pow_two]

end

end CumulantOccupations
```

The occupations are $\cos^2\theta,\cos^2\theta,\sin^2\theta,\sin^2\theta$, with sum $2$. Thus $N-1=1$, and the contraction condition becomes $\sum_kA_{ik}A_{jk}=g_{ij}$. Each row of $A$ has one entry that can be nonzero, and these entries stand in different columns. Different rows therefore have zero product, while the square of each row gives its occupation. The proof obtains the trace from $\sin^2\theta+\cos^2\theta=1$ and then checks all sixteen index pairs, listed by `fin_cases`.

Take $\cos^2\theta=0.9$ and $\sin^2\theta=0.1$, with both amplitudes positive. For orbital $0$ the terms of the partial trace are

$$\begin{aligned}
L(0,0,0,0)&=0-0.81+0.81=0,\\
L(0,1,0,1)&=0.9-0.81=0.09,\\
L(0,2,0,2)&=L(0,3,0,3)=0-0.09=-0.09.
\end{aligned}$$

Their sum is $t_0=-0.09$, in agreement with $0.9^2-0.9$. Hence $\sqrt{1+4t_0}=\sqrt{0.64}=0.8$, and the two candidates are $0.9$ and $0.1$. Orbital $0$ has the first. Orbital $2$ has the same partial trace, $0.1^2-0.1=-0.09$, but the second occupation.

Exchanging $\cos\theta$ and $\sin\theta$ gives another two-electron state, with occupations $0.1,0.1,0.9,0.9$. Its cumulant is the same in every element, since these depend on the amplitudes only through $\cos\theta\sin\theta$ and its square. In this example even the cumulant and the electron number together don't determine which pair is nearly full; that comparison is a calculation with the two states and belongs to none of the theorems.

```lean
#print axioms CumulantOccupations.natural_occupation
#print axioms CumulantOccupations.occupation_from_cumulant
#print axioms CumulantOccupations.occupation_branch
#print axioms CumulantOccupations.cumulant_sign_ambiguity
```

```
'CumulantOccupations.natural_occupation' depends on axioms: [propext, Classical.choice, Quot.sound]
'CumulantOccupations.occupation_from_cumulant' depends on axioms: [propext, Classical.choice, Quot.sound]
'CumulantOccupations.occupation_branch' depends on axioms: [propext, Classical.choice, Quot.sound]
'CumulantOccupations.cumulant_sign_ambiguity' depends on axioms: [propext, Classical.choice, Quot.sound]
```
